# Thermal density matrices of the harmonic oscillator compose over imaginary time

A particle in a harmonic well is held at inverse temperature $\beta$. Its unnormalised density matrix in the position representation is $\langle x|e^{-\beta H}|y\rangle$. A path-integral simulation divides $\beta$ into shorter intervals and integrates over the particle's position at each junction. Since $e^{-(s+t)H}=e^{-sH}e^{-tH}$, the division should leave the density matrix unchanged. For the oscillator the kernel is known in closed form, so this can be tested directly as a statement about Gaussian integrals:

$$\int_{-\infty}^{\infty}K_s(x,z)\,K_t(z,y)\,dz=K_{s+t}(x,y),\qquad s,t>0.$$

The Lean development works over the real numbers with Mathlib's Lebesgue integral.

```lean
import Mathlib

open MeasureTheory
open scoped Real

namespace OscillatorThermalComposition

noncomputable section
```

## The kernel and its units

For a particle of mass $m$ in a one-dimensional well of angular frequency $\omega$, with $\hbar=m=\omega=1$, the kernel is

$$K_t(x,y)=\frac{1}{\sqrt{2\pi\sinh t}}\exp\!\left(-\frac{(x^2+y^2)\cosh t-2xy}{2\sinh t}\right).$$

In ordinary units $t=\beta\hbar\omega$, and positions are measured in units of $\sqrt{\hbar/(m\omega)}$. In Lean, $K_t(x,y)$ is `thermalKernel t x y`, with all three arguments real. The formula is taken as the definition; its identification with the matrix element of $e^{-tH}$ is the physical reading and is not derived. The definition accepts any real `t`, and positivity enters as a hypothesis of the theorems.

```lean
/-- The thermal density matrix of the harmonic oscillator at imaginary time `t`,
in units where mass, frequency and the reduced Planck constant are one. -/
def thermalKernel (t x y : ℝ) : ℝ :=
  (√(2 * π * Real.sinh t))⁻¹ *
    Real.exp (-((x ^ 2 + y ^ 2) * Real.cosh t - 2 * x * y) / (2 * Real.sinh t))
```

## A Gaussian for the intermediate position

As a function of $z$, the product $K_s(x,z)K_t(z,y)$ is the exponential of a quadratic with negative leading coefficient. It is therefore a multiple of some normalised Gaussian

$$g_{a,m}(z)=\sqrt{\frac a\pi}\,e^{-a(z-m)^2},$$

whose variance is $1/(2a)$. From here on $m$ denotes the centre of this Gaussian, not the mass.

```lean
/-- The Gaussian density with stiffness `a` and centre `m`. -/
def gaussianDensity (a m z : ℝ) : ℝ :=
  √(a / π) * Real.exp (-a * (z - m) ^ 2)
```

The stiffness is read off from the coefficient of $z^2$ in the combined exponent, which is

$$-\frac12\left(\frac{\cosh s}{\sinh s}+\frac{\cosh t}{\sinh t}\right)=-\frac{\sinh(s+t)}{2\sinh s\,\sinh t}=-a.$$

```lean
/-- The stiffness of the Gaussian for the intermediate position between two
imaginary-time steps `s` and `t`. -/
def bridgeStiffness (s t : ℝ) : ℝ :=
  Real.sinh (s + t) / (2 * Real.sinh s * Real.sinh t)
```

The coefficient of $z$ is $x/\sinh s+y/\sinh t$, and it must equal $2am$. Solving for the centre gives

$$m=\frac{x\sinh t+y\sinh s}{\sinh(s+t)}.$$

The end point that is nearer in imaginary time carries the larger weight. For $s=t$ the centre is $(x+y)/(2\cosh s)$, which the well has pulled from the midpoint towards the origin.

```lean
/-- The centre of the Gaussian for the intermediate position, for end points `x` and `y`. -/
def bridgeCentre (s t x y : ℝ) : ℝ :=
  (x * Real.sinh t + y * Real.sinh s) / Real.sinh (s + t)
```

## Several slices

A sliced density matrix has a first slice $t$ and a list of further slices. If the list is empty, there is no junction and the value is $K_t(x,y)$. If the list begins with $s$ and continues with $l$, the first kernel is joined to the rest by an integral:

$$K_{t;\,s,l}(x,y)=\int_{-\infty}^{\infty} K_t(x,z)\,K_{s;\,l}(z,y)\,dz.$$

A list of $n$ entries thus gives $n+1$ slices and $n$ nested integrals. The slices may differ in length.

```lean
/-- The density matrix built from successive imaginary-time slices, with an integral over
the position at each junction between slices. -/
def slicedKernel : ℝ → List ℝ → ℝ → ℝ → ℝ
  | t, [] => thermalKernel t
  | t, s :: l => fun x y => ∫ z : ℝ, thermalKernel t x z * slicedKernel s l z y
```

## Mass and mean of the Gaussian

Substituting $w=z-m$ and using $\int e^{-aw^2}dw=\sqrt{\pi/a}$ for $a>0$,

$$\int_{-\infty}^{\infty} g_{a,m}(z)\,dz=\sqrt{\frac a\pi}\sqrt{\frac\pi a}=1.$$

The proof takes the same route: `integral_sub_right_eq_self` performs the shift, `integral_gaussian` supplies the standard integral, and the two square roots are merged into $\sqrt1$. Integrability is recorded alongside the value.

```lean
/-- A Gaussian density of positive stiffness is integrable and has total mass one. -/
theorem gaussianDensity_mass {a : ℝ} (ha : 0 < a) (m : ℝ) :
    Integrable (gaussianDensity a m) ∧ ∫ z : ℝ, gaussianDensity a m z = 1 := by
  constructor
  · exact ((integrable_exp_neg_mul_sq ha).comp_sub_right m).const_mul _
  · have h := integral_sub_right_eq_self (μ := (volume : Measure ℝ))
      (fun w : ℝ => Real.exp (-a * w ^ 2)) m
    have hp : a / π * (π / a) = 1 := by
      have := Real.pi_pos.ne'
      have := ha.ne'
      field_simp
    unfold gaussianDensity
    rw [integral_const_mul, h, integral_gaussian,
      ← Real.sqrt_mul (div_pos ha Real.pi_pos).le, hp, Real.sqrt_one]
```

For the mean, first put the centre at the origin. Reflection $w\to-w$ turns $\int w\,g_{a,0}(w)\,dw$ into its own negative, so it vanishes. The shift then gives

$$\int_{-\infty}^{\infty} z\,g_{a,m}(z)\,dz=\int_{-\infty}^{\infty}(w+m)\,g_{a,0}(w)\,dw=0+m=m.$$

In the proof, `hodd` is the reflection argument and `hshift` is the change of variable. Splitting the integral of the sum requires both terms to be integrable: `hint` covers the first and the preceding theorem the second.

```lean
/-- The mean position of a Gaussian density of positive stiffness is its centre. -/
theorem gaussianDensity_mean {a : ℝ} (ha : 0 < a) (m : ℝ) :
    ∫ z : ℝ, z * gaussianDensity a m z = m := by
  -- the centred first moment vanishes by reflection
  have hodd : ∫ w : ℝ, w * gaussianDensity a 0 w = 0 := by
    have h1 := integral_neg_eq_self (fun w : ℝ => w * gaussianDensity a 0 w) volume
    have h2 : ∀ w : ℝ, -w * gaussianDensity a 0 (-w) = -(w * gaussianDensity a 0 w) := by
      intro w
      unfold gaussianDensity
      rw [sub_zero, sub_zero, neg_sq]
      ring
    simp only [h2] at h1
    rw [integral_neg] at h1
    linarith
  have hint : Integrable (fun w : ℝ => w * gaussianDensity a 0 w) := by
    refine ((integrable_mul_exp_neg_mul_sq ha).const_mul (√(a / π))).congr
      (Filter.Eventually.of_forall fun w => ?_)
    simp only [gaussianDensity, sub_zero]
    ring
  have hmass := gaussianDensity_mass ha 0
  -- move the centre to the origin
  have hshift := integral_sub_right_eq_self (μ := (volume : Measure ℝ))
    (fun w : ℝ => w * gaussianDensity a 0 w + m * gaussianDensity a 0 w) m
  have hpt : ∀ z : ℝ, (z - m) * gaussianDensity a 0 (z - m) + m * gaussianDensity a 0 (z - m)
      = z * gaussianDensity a m z := by
    intro z
    simp only [gaussianDensity, sub_zero]
    ring
  simp only [hpt] at hshift
  rw [hshift, integral_add hint (hmass.1.const_mul m), integral_const_mul, hodd, hmass.2]
  ring
```

## Completing the square

Write $S=\sinh s$, $T=\sinh t$, $p=\cosh s$, $q=\cosh t$, $U=\sinh(s+t)$ and $C=\cosh(s+t)$. The sum of the two exponents is

$$-\frac12\left[x^2\frac pS+y^2\frac qT+z^2\left(\frac pS+\frac qT\right)\right]+\frac{xz}{S}+\frac{zy}{T}.$$

By the choice of $a$ and $m$, the terms containing $z$ are $-az^2+2amz=-a(z-m)^2+am^2$, where

$$am^2=\frac{(xT+yS)^2}{2STU}=\frac{x^2T}{2SU}+\frac{y^2S}{2TU}+\frac{xy}{U}.$$

The cross term $xy/U$ is already the one in $K_{s+t}(x,y)$. The full coefficient of $x^2$ is

$$-\frac{p}{2S}+\frac{T}{2SU}=-\frac{pU-T}{2SU}=-\frac{C}{2U}.$$

The last equality uses $pU=CS+T$, which is the subtraction formula for $\sinh\big((s+t)-s\big)$. The coefficient of $y^2$ follows in the same way from $qU=CT+S$.

In Lean, `h1` and `h2` are these two identities, obtained from the addition formulas and $\cosh^2=\sinh^2+1$. The `generalize` lines then replace the hyperbolic functions by the six letters above, which leaves rational algebra. The equations `e1`, `e2` and `e3` rewrite $p/S+q/T$, $p/S$ and $q/T$ over the denominators needed, and `field_simp` with `ring` compares the two sides.

```lean
/-- The exponents of two successive thermal kernels add up to the exponent for the total
imaginary time plus a quadratic term in the intermediate position. -/
theorem exponent_split {s t : ℝ} (hs : 0 < s) (ht : 0 < t) (x y z : ℝ) :
    -((x ^ 2 + z ^ 2) * Real.cosh s - 2 * x * z) / (2 * Real.sinh s) +
      -((z ^ 2 + y ^ 2) * Real.cosh t - 2 * z * y) / (2 * Real.sinh t) =
    -((x ^ 2 + y ^ 2) * Real.cosh (s + t) - 2 * x * y) / (2 * Real.sinh (s + t)) +
      -bridgeStiffness s t * (z - bridgeCentre s t x y) ^ 2 := by
  unfold bridgeStiffness bridgeCentre
  have hS := (Real.sinh_pos_iff.2 hs).ne'
  have hT := (Real.sinh_pos_iff.2 ht).ne'
  have hU := (Real.sinh_pos_iff.2 (add_pos hs ht)).ne'
  -- the addition formulas in the form needed for completing the square
  have h1 : Real.cosh s * Real.sinh (s + t)
      = Real.cosh (s + t) * Real.sinh s + Real.sinh t := by
    rw [Real.sinh_add, Real.cosh_add]
    linear_combination Real.sinh t * Real.cosh_sq s
  have h2 : Real.cosh t * Real.sinh (s + t)
      = Real.cosh (s + t) * Real.sinh t + Real.sinh s := by
    rw [Real.sinh_add, Real.cosh_add]
    linear_combination Real.sinh s * Real.cosh_sq t
  have h3 : Real.sinh (s + t) = Real.sinh s * Real.cosh t + Real.cosh s * Real.sinh t :=
    Real.sinh_add s t
  generalize Real.sinh (s + t) = U at *
  generalize Real.cosh (s + t) = C at *
  generalize Real.sinh s = S at *
  generalize Real.sinh t = T at *
  generalize Real.cosh s = p at *
  generalize Real.cosh t = q at *
  have e1 : p / S + q / T = U / (S * T) := by
    rw [div_add_div _ _ hS hT, h3]
    ring
  have e2 : p / S = (C * S + T) / (U * S) := by
    rw [div_eq_div_iff hS (mul_ne_zero hU hS)]
    linear_combination S * h1
  have e3 : q / T = (C * T + S) / (U * T) := by
    rw [div_eq_div_iff hT (mul_ne_zero hU hT)]
    linear_combination T * h2
  calc _ = -(x ^ 2 * (p / S) + y ^ 2 * (q / T) + z ^ 2 * (p / S + q / T)) / 2
        + x * z / S + z * y / T := by ring
    _ = _ := by
      rw [e1, e2, e3]
      clear e1 e2 e3 h1 h2 h3
      field_simp
      ring
```

## Matching the prefactors

The normalisation constants must agree as well. Since

$$\frac a\pi=\frac{U}{2\pi ST}=\frac{2\pi U}{(2\pi S)(2\pi T)},$$

taking square roots gives

$$\frac{1}{\sqrt{2\pi S}}\,\frac{1}{\sqrt{2\pi T}}=\frac{1}{\sqrt{2\pi U}}\sqrt{\frac a\pi}.$$

Together with the exponents this yields an identity that holds at every $z$, before any integration:

$$K_s(x,z)\,K_t(z,y)=K_{s+t}(x,y)\,g_{a,m}(z).$$

The equation for $a/\pi$ is `key`, and its square-root form is `hpre`. The final rewriting groups the prefactors together, adds the exponents, applies `exponent_split` and separates the factors again.

```lean
/-- The product of two successive thermal kernels is the kernel for the total imaginary time
multiplied by a Gaussian density in the intermediate position. -/
theorem thermalKernel_mul {s t : ℝ} (hs : 0 < s) (ht : 0 < t) (x y z : ℝ) :
    thermalKernel s x z * thermalKernel t z y =
      thermalKernel (s + t) x y *
        gaussianDensity (bridgeStiffness s t) (bridgeCentre s t x y) z := by
  have hS := Real.sinh_pos_iff.2 hs
  have hT := Real.sinh_pos_iff.2 ht
  have hU := Real.sinh_pos_iff.2 (add_pos hs ht)
  have hA : 0 < 2 * π * Real.sinh s := by positivity
  have hD : 0 < 2 * π * Real.sinh (s + t) := by positivity
  have key : bridgeStiffness s t / π = (2 * π * Real.sinh (s + t)) /
      ((2 * π * Real.sinh s) * (2 * π * Real.sinh t)) := by
    unfold bridgeStiffness
    field_simp
  -- the normalisation factors match
  have hpre : (√(2 * π * Real.sinh s))⁻¹ * (√(2 * π * Real.sinh t))⁻¹ =
      (√(2 * π * Real.sinh (s + t)))⁻¹ * √(bridgeStiffness s t / π) := by
    rw [key, Real.sqrt_div hD.le, Real.sqrt_mul hA.le, div_eq_mul_inv,
      inv_mul_cancel_left₀ (Real.sqrt_pos.2 hD).ne', mul_inv]
  unfold thermalKernel gaussianDensity
  rw [mul_mul_mul_comm, hpre, ← Real.exp_add, exponent_split hs ht, Real.exp_add,
    mul_mul_mul_comm]
```

## The composition law

The Gaussian integrals require $a>0$. For $s,t>0$ all three hyperbolic sines in $a=U/(2ST)$ are positive, so this holds.

```lean
/-- The stiffness for the intermediate position is positive for positive imaginary times. -/
theorem bridgeStiffness_pos {s t : ℝ} (hs : 0 < s) (ht : 0 < t) : 0 < bridgeStiffness s t := by
  have hS := Real.sinh_pos_iff.2 hs
  have hT := Real.sinh_pos_iff.2 ht
  have hU := Real.sinh_pos_iff.2 (add_pos hs ht)
  unfold bridgeStiffness
  positivity
```

The factor $K_{s+t}(x,y)$ does not depend on $z$, and the remaining Gaussian has unit mass:

$$\int_{-\infty}^{\infty} K_s(x,z)K_t(z,y)\,dz=K_{s+t}(x,y)\int_{-\infty}^{\infty} g_{a,m}(z)\,dz=K_{s+t}(x,y).$$

In words, the theorem says that for positive real `s` and `t` and any real `x` and `y`, the product is integrable over the whole line and its integral is the kernel at `s + t`. Lean assigns the value zero to the integral of a non-integrable function; the first half states explicitly that the equation concerns a convergent integral. The limit $t\to0$, where the kernel tends to a delta function, is not included.

```lean
/-- Composition law: the product of two thermal kernels is integrable over the intermediate
position, and its integral is the thermal kernel for the sum of the imaginary times. -/
theorem thermalKernel_composition {s t : ℝ} (hs : 0 < s) (ht : 0 < t) (x y : ℝ) :
    Integrable (fun z : ℝ => thermalKernel s x z * thermalKernel t z y) ∧
      ∫ z : ℝ, thermalKernel s x z * thermalKernel t z y = thermalKernel (s + t) x y := by
  have h := gaussianDensity_mass (bridgeStiffness_pos hs ht) (bridgeCentre s t x y)
  simp only [thermalKernel_mul hs ht]
  exact ⟨h.1.const_mul _, by rw [integral_const_mul, h.2, mul_one]⟩
```

## The mean intermediate position

The same factorisation gives the first moment:

$$\int_{-\infty}^{\infty} z\,K_s(x,z)K_t(z,y)\,dz=K_{s+t}(x,y)\int_{-\infty}^{\infty} z\,g_{a,m}(z)\,dz=m\,K_{s+t}(x,y).$$

Dividing by the positive number $K_{s+t}(x,y)$ shows that $m$ is the mean position at the junction when the path's end points are held at $x$ and $y$. The Lean statement keeps the undivided form. Its proof moves the constant kernel out of the integral and applies `gaussianDensity_mean`.

```lean
/-- The first moment of the intermediate position, weighted by the two thermal kernels, is
the bridge centre times the kernel for the total imaginary time. -/
theorem intermediate_position_mean {s t : ℝ} (hs : 0 < s) (ht : 0 < t) (x y : ℝ) :
    ∫ z : ℝ, z * (thermalKernel s x z * thermalKernel t z y) =
      bridgeCentre s t x y * thermalKernel (s + t) x y := by
  simp only [thermalKernel_mul hs ht, mul_left_comm _ (thermalKernel (s + t) x y)]
  rw [integral_const_mul, gaussianDensity_mean (bridgeStiffness_pos hs ht), mul_comm]
```

## Any finite number of unequal slices

Suppose the slices are $t$, then $s$, then those in $l$, all positive, and write $\Sigma l$ for the sum of the list. If the later slices already combine into $K_{s+\Sigma l}(z,y)$ for every $z$, then

$$\int_{-\infty}^{\infty} K_t(x,z)\,K_{s+\Sigma l}(z,y)\,dz=K_{t+s+\Sigma l}(x,y)$$

by the composition law. The empty list needs no integration, and induction on the list covers every finite length.

The Lean induction is carried out with `generalizing t x`, because the inner kernel has a different first slice, `s`, and a different left end point, `z`. The right end point `y` stays fixed throughout. The hypothesis `hl` says that every entry of the list is positive, and `ht` says the same of the first slice.

```lean
/-- For any finite list of positive imaginary-time slices, the sliced density matrix equals
the thermal kernel for the total imaginary time. -/
theorem slicedKernel_eq (l : List ℝ) (t x y : ℝ) (ht : 0 < t) (hl : ∀ s ∈ l, 0 < s) :
    slicedKernel t l x y = thermalKernel (t + l.sum) x y := by
  induction l generalizing t x with
  | nil => simp [slicedKernel]
  | cons s l ih =>
    have hs : 0 < s := hl s (by simp)
    have hl' : ∀ r ∈ l, 0 < r := fun r hr => hl r (by simp [hr])
    have hsum : 0 ≤ l.sum := List.sum_nonneg fun r hr => (hl' r hr).le
    have h : ∀ z, slicedKernel s l z y = thermalKernel (s + l.sum) z y := by
      intro z
      apply ih <;> assumption
    -- merge the later slices first, then compose with the first one
    simp only [slicedKernel, h, List.sum_cons]
    exact (thermalKernel_composition ht (by linarith) x y).2

end

end OscillatorThermalComposition
```

```lean
#print axioms OscillatorThermalComposition.thermalKernel_composition
#print axioms OscillatorThermalComposition.intermediate_position_mean
#print axioms OscillatorThermalComposition.slicedKernel_eq
```

```
'OscillatorThermalComposition.thermalKernel_composition' depends on axioms: [propext, Classical.choice, Quot.sound]
'OscillatorThermalComposition.intermediate_position_mean' depends on axioms: [propext, Classical.choice, Quot.sound]
'OscillatorThermalComposition.slicedKernel_eq' depends on axioms: [propext, Classical.choice, Quot.sound]
```

## In a path-integral calculation

For a single particle in a one-dimensional harmonic well, a discretised imaginary-time path integral built from these kernels has no time-step error, however coarse the slicing. An approximate short-time kernel, such as one obtained by splitting kinetic and potential energy, generally does have such an error.

The factorisation also provides a sampling step. With neighbouring beads fixed at $x$ and $y$, the bead between them is drawn from $g_{a,m}$ by

$$z=m+\sqrt{\frac{\sinh s\,\sinh t}{\sinh(s+t)}}\;\xi,$$

where $\xi$ is a standard normal random number. For equal slices the variance reduces to $\tfrac12\tanh s$. If the potential has an anharmonic part, the harmonic draw can serve as a proposal, with the remaining part of the action entering the acceptance probability.

On a uniform grid of spacing $h$, the integral becomes a matrix product,

$$K_{2t}(x_i,x_j)\approx h\sum_k K_t(x_i,x_k)\,K_t(x_k,x_j).$$

Comparing the result with the closed formula at $2t$ checks a matrix-squaring code. If the factor $h$ is missing, every entry of the product is multiplied by $1/h$. On a fine grid in a box centred on the well, too small a box gives the largest relative errors where $x_i$ and $x_j$ lie near the same edge. A grid too coarse for the width $\sqrt{\tfrac12\tanh t}$ of the intermediate Gaussian gives errors in the middle of the box as well.
